# A Sobolev lower bound for the energy of one electron with a radial density in a Coulomb field

Radial functions are integrated over space with the measure $4\pi r^2\,dr$ on $(0,\infty)$, and $\int f$ without limits means this integral. Units are such that the Hamiltonian is $-\Delta-Z/r$.

```lean
import Mathlib

open Real MeasureTheory Set

namespace SobolevCoulombBound

noncomputable section
```

The integral is `radialIntegral`, and its convergence is `RadialIntegrable`.

```lean
/-- Integral of a radial function over space, with measure `4 π r² dr`. -/
def radialIntegral (f : ℝ → ℝ) : ℝ := ∫ r in Ioi (0 : ℝ), 4 * π * r ^ 2 * f r

/-- Integrability of a radial function over space. -/
def RadialIntegrable (f : ℝ → ℝ) : Prop :=
  IntegrableOn (fun r => 4 * π * r ^ 2 * f r) (Ioi (0 : ℝ))
```

A density $\rho$ has the norm $N=(\int\rho^3)^{1/3}$. For $\rho=|\psi|^2$, $\rho^3$ is $|\psi|^6$, the power in Sobolev's inequality.

```lean
/-- The norm `N = (∫ ρ³)^(1/3)` of a radial density. -/
def cubeNorm (ρ : ℝ → ℝ) : ℝ := (radialIntegral fun r => ρ r ^ 3) ^ (1 / 3 : ℝ)
```

For $R>0$ let $q(r)=\sqrt{\max(1/r-1/R,\,0)}$, and let $\rho_R=c\,q$ with $c=4/(\pi^2R^{5/2})$.

```lean
/-- Square root of the Coulomb potential shifted by `1/R` and cut off at radius `R`. -/
def cutRoot (R r : ℝ) : ℝ := √(max (1 / r - 1 / R) 0)

/-- The density proportional to `cutRoot R`, with prefactor `4 / (π² R^(5/2))`. -/
def optimalDensity (R r : ℝ) : ℝ := 4 / (π ^ 2 * √R ^ 5) * cutRoot R r
```

Write $S=\sqrt{r(R-r)}$ and $k=(\pi/2)^{2/3}$.

**(a)** For $R>0$ and real $a,b$, show that
$$\int_0^R(a+br)\,S\,dr=\left(a+\tfrac{bR}{2}\right)\frac{\pi R^2}{8}.$$

Take the antiderivative
$$\left(a+\tfrac{bR}{2}\right)\left[\tfrac{(2r-R)S}{4}+\tfrac{R^2}{8}\arcsin\tfrac{2r-R}{R}\right]-\tfrac b3S^3.$$
The arcsine has derivative $1/S$, so the bracket has derivative
$$\frac S2+\frac{R^2-(2r-R)^2}{8S}=\frac S2+\frac{4S^2}{8S}=S.$$
The last term contributes $b(r-R/2)S$, and the sum is $(a+br)S$. At the endpoints $S=0$ and the arcsine runs from $-\pi/2$ to $\pi/2$. Lean differentiates only inside the interval and uses continuity at its ends.

```lean
/-- Integral of a linear function times `√(r (R - r))` between `0` and `R`. -/
theorem integral_semicircle {R : ℝ} (hR : 0 < R) (a b : ℝ) :
    ∫ r in (0 : ℝ)..R, (a + b * r) * √(r * (R - r)) = (a + b * R / 2) * (π * R ^ 2 / 8) := by
  have ca : Continuous fun r : ℝ => arcsin ((2 * r - R) / R) :=
    Real.continuous_arcsin.comp (by fun_prop)
  have c1 : Continuous fun r : ℝ => (2 * r - R) * √(r * (R - r)) / 4 := by fun_prop
  have c2 : Continuous fun r : ℝ => b / 3 * (r * (R - r) * √(r * (R - r))) := by fun_prop
  have hc : Continuous fun r : ℝ => (a + b * R / 2) * ((2 * r - R) * √(r * (R - r)) / 4
      + R ^ 2 / 8 * arcsin ((2 * r - R) / R)) - b / 3 * (r * (R - r) * √(r * (R - r))) :=
    (continuous_const.mul (c1.add (continuous_const.mul ca))).sub c2
  have hi : Continuous fun r : ℝ => (a + b * r) * √(r * (R - r)) := by fun_prop
  refine (intervalIntegral.integral_eq_sub_of_hasDerivAt_of_le hR.le hc.continuousOn
    (fun x hx => ?_) (hi.intervalIntegrable 0 R)).trans ?_
  · have hp : 0 < x * (R - x) := mul_pos hx.1 (sub_pos.2 hx.2)
    have hS : 0 < √(x * (R - x)) := Real.sqrt_pos.2 hp
    have hS2 := Real.sq_sqrt hp.le
    have hSi := mul_inv_cancel₀ hS.ne'
    have dq : HasDerivAt (fun r : ℝ => r * (R - r)) (R - 2 * x) x :=
      ((hasDerivAt_id' x).fun_mul ((hasDerivAt_id' x).const_sub R)).congr_deriv (by ring)
    have ds := dq.sqrt hp.ne'
    have dl : HasDerivAt (fun r : ℝ => 2 * r - R) 2 x :=
      (((hasDerivAt_id' x).const_mul 2).sub_const R).congr_deriv (by ring)
    have n1 : (2 * x - R) / R ≠ -1 := by
      intro h
      rw [div_eq_iff hR.ne'] at h
      linarith [hx.1]
    have n2 : (2 * x - R) / R ≠ 1 := by
      intro h
      rw [div_eq_iff hR.ne'] at h
      linarith [hx.2]
    have hroot : √(1 - ((2 * x - R) / R) ^ 2) = 2 * √(x * (R - x)) / R := by
      rw [show 1 - ((2 * x - R) / R) ^ 2 = (2 * √(x * (R - x)) / R) ^ 2 by
        rw [div_pow, div_pow, mul_pow, hS2, eq_div_iff (by positivity), sub_mul,
          div_mul_cancel₀ _ (by positivity)]
        ring]
      exact Real.sqrt_sq (by positivity)
    have da : HasDerivAt (fun r : ℝ => arcsin ((2 * r - R) / R)) (√(x * (R - x)))⁻¹ x := by
      refine ((Real.hasDerivAt_arcsin n1 n2).comp x (dl.div_const R)).congr_deriv ?_
      rw [hroot]
      field_simp
    refine (((((dl.fun_mul ds).div_const 4).fun_add (da.const_mul (R ^ 2 / 8))).const_mul
      (a + b * R / 2)).fun_sub ((dq.fun_mul ds).const_mul (b / 3))).congr_deriv ?_
    linear_combination ((a + b * R / 2) / 2 - b * (R - 2 * x) / 6) *
      (-(√(x * (R - x)))⁻¹ * hS2 + √(x * (R - x)) * hSi)
  · have e1 : (2 * R - R) / R = 1 := by rw [div_eq_iff hR.ne']; ring
    have e2 : (2 * 0 - R) / R = -1 := by rw [div_eq_iff hR.ne']; ring
    try beta_reduce
    rw [e1, e2, Real.arcsin_one, Real.arcsin_neg_one]
    simp only [sub_self, mul_zero, zero_mul, Real.sqrt_zero]
    ring
```

**(b)** Let $f=(a+br)S$ on $(0,R]$ and $f=0$ beyond. Show that $f$ is integrable and
$$\int_0^\infty f\,dr=\left(a+\tfrac{bR}{2}\right)\frac{\pi R^2}{8}.$$

On $(0,R]$ the function is continuous and bounded. The rest contributes nothing, so (a) applies.

```lean
/-- Integrability and integral over the half-line of a function that is a linear function times `√(r
(R - r))` up to `R` and zero beyond. -/
theorem integral_profile {R a b : ℝ} (hR : 0 < R) {f : ℝ → ℝ}
    (h1 : ∀ r ∈ Ioc 0 R, f r = (a + b * r) * √(r * (R - r))) (h0 : ∀ r, R < r → f r = 0) :
    IntegrableOn f (Ioi 0) ∧ ∫ r in Ioi (0 : ℝ), f r = (a + b * R / 2) * (π * R ^ 2 / 8) := by
  have hc : Continuous fun r : ℝ => (a + b * r) * √(r * (R - r)) := by fun_prop
  have hf : IntegrableOn f (Ioc 0 R) :=
    (hc.integrableOn_Icc.mono_set Ioc_subset_Icc_self).congr_fun
      (fun r hr => (h1 r hr).symm) measurableSet_Ioc
  have hz : ∀ x ∈ Ioi (0 : ℝ) \ Ioc 0 R, f x = 0 := fun x hx =>
    h0 x (by by_contra h; exact hx.2 ⟨hx.1, not_lt.mp h⟩)
  refine ⟨hf.of_forall_sdiff_eq_zero measurableSet_Ioi hz, ?_⟩
  rw [setIntegral_eq_of_subset_of_forall_sdiff_eq_zero measurableSet_Ioi Ioc_subset_Ioi_self hz,
    ← integral_semicircle hR a b, intervalIntegral.integral_of_le hR.le]
  exact setIntegral_congr_fun measurableSet_Ioc (fun r hr => h1 r hr)
```

**(c)** Show that $q^3=q\,(1/r-1/R)$.

If the bracket is non-negative, it equals $q^2$. Otherwise $q=0$ and both sides vanish.

```lean
/-- The cube of `cutRoot` is `cutRoot` times the shifted Coulomb potential. -/
theorem cutRoot_cube (R r : ℝ) : cutRoot R r ^ 3 = cutRoot R r * (1 / r - 1 / R) := by
  unfold cutRoot
  rcases le_total 0 (1 / r - 1 / R) with h | h
  · rw [max_eq_left h]
    linear_combination √(1 / r - 1 / R) * Real.sq_sqrt h
  · rw [max_eq_right h]
    simp
```

**(d)** Show that $q$ and $q^3$ are integrable over space, with
$$\int q=\left(\tfrac\pi2\right)^2R^{5/2},\qquad \int q^3=\left(\tfrac\pi2\right)^2R^{3/2}.$$

For $0<r\le R$, $q=S/(r\sqrt R)$. Hence, using (c),
$$4\pi r^2q=\frac{4\pi}{\sqrt R}\,rS,\qquad 4\pi r^2q^3=\frac{4\pi}{R^{3/2}}(R-r)S.$$
In (b) the factor $a+bR/2$ is $2\pi\sqrt R$ for the first and $2\pi/\sqrt R$ for the second. Multiplying by $\pi R^2/8$ gives both values.

```lean
/-- Space integrals of `cutRoot` and of its cube. -/
theorem cutRoot_integrals {R : ℝ} (hR : 0 < R) :
    (RadialIntegrable (cutRoot R) ∧ radialIntegral (cutRoot R) = (π / 2) ^ 2 * √R ^ 5) ∧
    (RadialIntegrable (fun r => cutRoot R r ^ 3) ∧
      radialIntegral (fun r => cutRoot R r ^ 3) = (π / 2) ^ 2 * √R ^ 3) := by
  have hs : 0 < √R := Real.sqrt_pos.2 hR
  have hs2 : R = √R ^ 2 := (Real.sq_sqrt hR.le).symm
  have hq : ∀ r ∈ Ioc 0 R, cutRoot R r = √(r * (R - r)) / (r * √R) := by
    intro r hr
    have hr0 : 0 < r := hr.1
    have e : 1 / r - 1 / R = (√(r * (R - r)) / (r * √R)) ^ 2 := by
      rw [div_pow, mul_pow, Real.sq_sqrt (mul_nonneg hr0.le (sub_nonneg.2 hr.2)),
        Real.sq_sqrt hR.le, div_sub_div _ _ hr0.ne' hR.ne',
        div_eq_div_iff (by positivity) (by positivity)]
      ring
    unfold cutRoot
    rw [e, max_eq_left (sq_nonneg _), Real.sqrt_sq (by positivity)]
  have hz : ∀ r, R < r → cutRoot R r = 0 := by
    intro r hr
    unfold cutRoot
    rw [max_eq_right (sub_nonpos.2 (one_div_le_one_div_of_le hR hr.le)), Real.sqrt_zero]
  have A := integral_profile (a := 0) (b := 4 * π / √R) hR
    (f := fun r => 4 * π * r ^ 2 * cutRoot R r)
    (fun r hr => by
      have hr0 : r ≠ 0 := hr.1.ne'
      simp only [hq r hr]
      generalize √(r * (R - r)) = S
      field_simp
      ring)
    (fun r hr => by simp [hz r hr])
  have B := integral_profile (a := 4 * π * R / √R ^ 3) (b := -(4 * π) / √R ^ 3) hR
    (f := fun r => 4 * π * r ^ 2 * cutRoot R r ^ 3)
    (fun r hr => by
      have hr0 : r ≠ 0 := hr.1.ne'
      have hR0 : R ≠ 0 := hR.ne'
      have e : 1 / r - 1 / R = (R - r) / (r * √R ^ 2) := by
        rw [← hs2, div_sub_div _ _ hr0 hR0, one_mul, mul_one]
      show 4 * π * r ^ 2 * cutRoot R r ^ 3 = _
      rw [cutRoot_cube, e, hq r hr]
      generalize √(r * (R - r)) = S
      field_simp
      ring)
    (fun r hr => by simp [hz r hr])
  refine ⟨⟨A.1, A.2.trans ?_⟩, ⟨B.1, B.2.trans ?_⟩⟩
  · generalize √R = s at *
    subst hs2
    field_simp
    ring
  · generalize √R = s at *
    subst hs2
    field_simp
    ring
```

**(e)** For integrable $f,g,h$ and any real numbers $a,b,c$ (here $c$ is not the prefactor of $\rho_R$), show that $af+bg+ch$ is integrable and
$$\int(af+bg+ch)=a\!\int\! f+b\!\int\! g+c\!\int\! h.$$

Distribute the weight $4\pi r^2$ and use linearity.

```lean
/-- Space integration is linear on combinations of three integrable radial functions. -/
theorem radial_comb {f g h : ℝ → ℝ} (hf : RadialIntegrable f) (hg : RadialIntegrable g)
    (hh : RadialIntegrable h) (a b c : ℝ) :
    RadialIntegrable (fun r => a * f r + b * g r + c * h r) ∧
    radialIntegral (fun r => a * f r + b * g r + c * h r) =
      a * radialIntegral f + b * radialIntegral g + c * radialIntegral h := by
  have e : (fun r => 4 * π * r ^ 2 * (a * f r + b * g r + c * h r)) = fun r =>
      a * (4 * π * r ^ 2 * f r) + b * (4 * π * r ^ 2 * g r) + c * (4 * π * r ^ 2 * h r) := by
    funext r; ring
  have i1 : Integrable (fun r => a * (4 * π * r ^ 2 * f r)) (volume.restrict (Ioi 0)) :=
    Integrable.const_mul hf a
  have i2 : Integrable (fun r => b * (4 * π * r ^ 2 * g r)) (volume.restrict (Ioi 0)) :=
    Integrable.const_mul hg b
  have i3 : Integrable (fun r => c * (4 * π * r ^ 2 * h r)) (volume.restrict (Ioi 0)) :=
    Integrable.const_mul hh c
  have i12 : Integrable (fun r => a * (4 * π * r ^ 2 * f r) + b * (4 * π * r ^ 2 * g r))
    (volume.restrict (Ioi 0)) := i1.add i2
  constructor
  · simp only [RadialIntegrable, IntegrableOn]
    rw [e]
    exact i12.add i3
  · simp only [radialIntegral]
    rw [e, integral_add i12 i3, integral_add i1 i2, integral_const_mul, integral_const_mul,
      integral_const_mul]
```

**(f)** Show that $k^2=(\pi/2)^{4/3}$ and $k^3=(\pi/2)^2$.

Multiply the exponents.

```lean
/-- The square and the cube of `(π/2)^(2/3)`. -/
theorem const_pow : ((π / 2) ^ (2 / 3 : ℝ)) ^ 2 = (π / 2) ^ (4 / 3 : ℝ) ∧
    ((π / 2) ^ (2 / 3 : ℝ)) ^ 3 = (π / 2) ^ 2 := by
  have h : 0 ≤ π / 2 := by positivity
  constructor
  · rw [← Real.rpow_natCast, ← Real.rpow_mul h]
    congr 1
    norm_num
  · rw [← Real.rpow_natCast, ← Real.rpow_mul h,
      show (2 / 3 : ℝ) * ((3 : ℕ) : ℝ) = ((2 : ℕ) : ℝ) by norm_num, Real.rpow_natCast]
```

**(g)** Let $\rho\ge0$ for $r>0$, $\int\rho=1$ and $\rho^3$ be integrable. Show that $\rho/r$ is integrable and, for every $R>0$,
$$\int\frac\rho r\le\left(\tfrac\pi2\right)^{4/3}RN+\frac1R.$$

If $N$ were zero, $\rho$ would vanish almost everywhere, against normalisation; so $N>0$. For $\mu>0$,
$$0\le(\rho-\mu q)^2(\rho+2\mu q)=\rho^3-3\mu^2\rho q^2+2\mu^3q^3.$$
Divide by $3\mu^2$ and use $1/r\le q^2+1/R$:
$$\frac\rho r\le\frac{\rho^3}{3\mu^2}+\frac{2\mu}{3}q^3+\frac\rho R.$$
The right side is integrable, hence so is $\rho/r$. Integrating with (d) and (e),
$$\int\frac\rho r\le\frac{N^3}{3\mu^2}+\frac{2\mu}{3}k^3R^{3/2}+\frac1R.$$
With $\mu=N/(k\sqrt R)$ the first two terms are $\tfrac13k^2RN$ and $\tfrac23k^2RN$. In the code `hpt` is the pointwise bound and `hV` the integrability. Integrability of $\rho$ itself follows from `h1`, because Lean assigns a divergent integral the value 0.

```lean
/-- For a normalised density with integrable cube, `ρ/r` is integrable and its integral is at most
`(π/2)^(4/3) R N + 1/R` for every radius `R > 0`. -/
theorem coulomb_le {ρ : ℝ → ℝ} (hρ : ∀ r, 0 < r → 0 ≤ ρ r) (h1 : radialIntegral ρ = 1)
    (h3 : RadialIntegrable fun r => ρ r ^ 3) {R : ℝ} (hR : 0 < R) :
    RadialIntegrable (fun r => ρ r / r) ∧
    radialIntegral (fun r => ρ r / r) ≤ (π / 2) ^ (4 / 3 : ℝ) * R * cubeNorm ρ + 1 / R := by
  have hi : RadialIntegrable ρ := by
    by_contra h
    exact zero_ne_one ((integral_undef h).symm.trans h1)
  have hnn : 0 ≤ᵐ[volume.restrict (Ioi 0)] fun r => 4 * π * r ^ 2 * ρ r ^ 3 := by
    filter_upwards [ae_restrict_mem measurableSet_Ioi] with r hr
    have := hρ r hr
    show 0 ≤ 4 * π * r ^ 2 * ρ r ^ 3
    positivity
  -- a normalised density cannot have vanishing cube norm
  have hI : 0 < radialIntegral fun r => ρ r ^ 3 := by
    refine lt_of_le_of_ne (integral_nonneg_of_ae hnn) fun h => ?_
    have hz := (integral_eq_zero_iff_of_nonneg_ae hnn h3).1 h.symm
    refine zero_ne_one (Eq.trans (Eq.symm (integral_eq_zero_of_ae ?_)) h1)
    filter_upwards [hz, ae_restrict_mem measurableSet_Ioi] with r hr hr0
    have hr0' : r ≠ 0 := ne_of_gt hr0
    have : ρ r = 0 := by simpa [hr0', Real.pi_ne_zero] using hr
    simp [this]
  have hN : 0 < cubeNorm ρ := Real.rpow_pos_of_pos hI _
  have hN3 : (radialIntegral fun r => ρ r ^ 3) = cubeNorm ρ ^ 3 := by
    unfold cubeNorm
    rw [← Real.rpow_natCast, ← Real.rpow_mul hI.le,
      show (1 / 3 : ℝ) * ((3 : ℕ) : ℝ) = 1 by norm_num, Real.rpow_one]
  have hk : 0 < (π / 2) ^ (2 / 3 : ℝ) := by positivity
  have hs : 0 < √R := Real.sqrt_pos.2 hR
  obtain ⟨μ, hμ⟩ : ∃ μ, μ = cubeNorm ρ / ((π / 2) ^ (2 / 3 : ℝ) * √R) := ⟨_, rfl⟩
  have hμ0 : 0 < μ := by rw [hμ]; positivity
  obtain ⟨-, iq, vq⟩ := cutRoot_integrals hR
  obtain ⟨iG, vG⟩ := radial_comb h3 iq hi (1 / (3 * μ ^ 2)) (2 * μ / 3) (1 / R)
  -- Young's inequality at each radius
  have hpt : ∀ r, 0 < r → ρ r / r ≤
      1 / (3 * μ ^ 2) * ρ r ^ 3 + 2 * μ / 3 * cutRoot R r ^ 3 + 1 / R * ρ r := by
    intro r hr
    have hp := hρ r hr
    have hq : 0 ≤ cutRoot R r := Real.sqrt_nonneg _
    have hq2 : 1 / r - 1 / R ≤ cutRoot R r ^ 2 := by
      unfold cutRoot
      rw [Real.sq_sqrt (le_max_right _ _)]
      exact le_max_left _ _
    have y : 0 ≤ (ρ r - μ * cutRoot R r) ^ 2 * (ρ r + 2 * μ * cutRoot R r) / (3 * μ ^ 2) := by
      positivity
    have e : (ρ r - μ * cutRoot R r) ^ 2 * (ρ r + 2 * μ * cutRoot R r) / (3 * μ ^ 2) =
        1 / (3 * μ ^ 2) * ρ r ^ 3 + 2 * μ / 3 * cutRoot R r ^ 3 - ρ r * cutRoot R r ^ 2 := by
      field_simp
      ring
    have m := mul_le_mul_of_nonneg_left hq2 hp
    have d : ρ r / r = ρ r * (1 / r - 1 / R) + 1 / R * ρ r := by ring
    linarith
  have hV : RadialIntegrable fun r => ρ r / r := by
    refine Integrable.mono' iG ?_ ?_
    · have m := (Integrable.aestronglyMeasurable hi).mul
        (measurable_inv : Measurable fun r : ℝ => r⁻¹).aestronglyMeasurable
      refine m.congr (Filter.Eventually.of_forall fun r => ?_)
      show 4 * π * r ^ 2 * ρ r * r⁻¹ = 4 * π * r ^ 2 * (ρ r / r)
      ring
    · filter_upwards [ae_restrict_mem measurableSet_Ioi] with r hr
      have hr0 : 0 < r := hr
      have := hρ r hr0
      rw [Real.norm_of_nonneg (by positivity)]
      exact mul_le_mul_of_nonneg_left (hpt r hr0) (by positivity)
  refine ⟨hV, ?_⟩
  have hle := setIntegral_mono_on hV iG measurableSet_Ioi fun r hr =>
    mul_le_mul_of_nonneg_left (hpt r hr) (by positivity : 0 ≤ 4 * π * r ^ 2)
  refine (hle.trans_eq vG).trans_eq ?_
  -- the chosen μ makes Young's inequality as strong as Hölder's
  rw [hN3, vq, h1, ← const_pow.1, ← const_pow.2, hμ]
  have hs2 := Real.sq_sqrt hR.le
  generalize (π / 2) ^ (2 / 3 : ℝ) = k at *
  have e : 1 / (3 * (cubeNorm ρ / (k * √R)) ^ 2) * cubeNorm ρ ^ 3 +
      2 * (cubeNorm ρ / (k * √R)) / 3 * (k ^ 3 * √R ^ 3) = k ^ 2 * √R ^ 2 * cubeNorm ρ := by
    field_simp
    ring
  rw [e, hs2, mul_one]
```

**(h)** Let $\rho$ be as in (g), $Z>0$ and $T\ge3(\pi/2)^{4/3}N$. Show that
$$T-Z\int\frac\rho r\ge-\frac{Z^2}{3}.$$

Put $R=3/Z$ in (g) and multiply by $Z$:
$$Z\int\frac\rho r\le3k^2N+\frac{Z^2}{3}\le T+\frac{Z^2}{3}.$$
In Lean `T` is a real number tied to $\rho$ only by `hT`. For a state $\psi$ with $|\psi|^2=\rho$ and kinetic energy $T=\langle\psi|-\Delta|\psi\rangle$, this hypothesis is Sobolev's inequality in three dimensions with its best constant. It expresses the kinetic cost of concentrating a particle, and is assumed here, not derived.

For one electron with a radial density, the result bounds the hydrogenic energy from below, against the exact ground-state value $-Z^2/4$. For $Z=2$, $R=3/2$ and the bound is $-4/3$, against $-1$. As $Z\to0^+$, $R$ grows without limit and both energies tend to zero.

```lean
/-- If the kinetic energy `T` obeys Sobolev's bound, the energy in the Coulomb field of charge `Z`
is at least `-Z²/3`. -/
theorem energy_lower_bound {ρ : ℝ → ℝ} (hρ : ∀ r, 0 < r → 0 ≤ ρ r)
    (h1 : radialIntegral ρ = 1) (h3 : RadialIntegrable fun r => ρ r ^ 3) {T Z : ℝ} (hZ : 0 < Z)
    (hT : 3 * (π / 2) ^ (4 / 3 : ℝ) * cubeNorm ρ ≤ T) :
    -Z ^ 2 / 3 ≤ T - Z * radialIntegral (fun r => ρ r / r) := by
  have h := mul_le_mul_of_nonneg_left (coulomb_le hρ h1 h3 (R := 3 / Z) (by positivity)).2 hZ.le
  have e : Z * ((π / 2) ^ (4 / 3 : ℝ) * (3 / Z) * cubeNorm ρ + 1 / (3 / Z)) =
      3 * (π / 2) ^ (4 / 3 : ℝ) * cubeNorm ρ + Z ^ 2 / 3 := by
    generalize (π / 2) ^ (4 / 3 : ℝ) = k
    field_simp
  linarith
```

**(i)** Show that $\rho_R$ is non-negative and normalised, has integrable cube, and satisfies
$$\int\frac{\rho_R}{r}=\left(\tfrac\pi2\right)^{4/3}RN+\frac1R.$$

By (d), $\int\rho_R=c\,(\pi/2)^2R^{5/2}=1$ and $N=(c^3k^3R^{3/2})^{1/3}=ck\sqrt R$. By (c), $\rho_R/r=c\,q^3+(c/R)\,q$, so
$$\int\frac{\rho_R}{r}=ck^3R^{3/2}+\frac1R=k^2RN+\frac1R.$$

```lean
/-- `optimalDensity R` is non-negative and normalised, has integrable cube, and attains equality
in the Coulomb bound at radius `R`. -/
theorem coulomb_eq_witness {R : ℝ} (hR : 0 < R) :
    (∀ r, 0 ≤ optimalDensity R r) ∧ radialIntegral (optimalDensity R) = 1 ∧
    RadialIntegrable (fun r => optimalDensity R r ^ 3) ∧
    radialIntegral (fun r => optimalDensity R r / r) =
      (π / 2) ^ (4 / 3 : ℝ) * R * cubeNorm (optimalDensity R) + 1 / R := by
  have hs : 0 < √R := Real.sqrt_pos.2 hR
  obtain ⟨⟨i1, v1⟩, i3, v3⟩ := cutRoot_integrals hR
  obtain ⟨c, hc⟩ : ∃ c, c = 4 / (π ^ 2 * √R ^ 5) := ⟨_, rfl⟩
  have hc0 : 0 < c := by rw [hc]; positivity
  have hcv : c * ((π / 2) ^ 2 * √R ^ 5) = 1 := by
    rw [hc]
    field_simp
    norm_num
  have hd : ∀ r, optimalDensity R r = c * cutRoot R r := fun r => by rw [hc]; rfl
  have e1 : optimalDensity R =
      fun r => c * cutRoot R r + 0 * cutRoot R r + 0 * cutRoot R r := by
    funext r; rw [hd]; ring
  have e3 : (fun r => optimalDensity R r ^ 3) =
      fun r => c ^ 3 * cutRoot R r ^ 3 + 0 * cutRoot R r + 0 * cutRoot R r := by
    funext r; rw [hd]; ring
  have eV : (fun r => optimalDensity R r / r) =
      fun r => c * cutRoot R r ^ 3 + c / R * cutRoot R r + 0 * cutRoot R r := by
    funext r; rw [hd, cutRoot_cube]; ring
  have hN : cubeNorm (optimalDensity R) = c * (π / 2) ^ (2 / 3 : ℝ) * √R := by
    unfold cubeNorm
    rw [e3, (radial_comb i3 i1 i1 _ _ _).2, v3, ← const_pow.2,
      show ∀ k x : ℝ, c ^ 3 * (k ^ 3 * √R ^ 3) + 0 * x + 0 * x = (c * k * √R) ^ 3 by
        intro k x; ring,
      ← Real.rpow_natCast, ← Real.rpow_mul (by positivity),
      show ((3 : ℕ) : ℝ) * (1 / 3) = 1 by norm_num, Real.rpow_one]
  refine ⟨fun r => ?_, ?_, ?_, ?_⟩
  · rw [hd]
    exact mul_nonneg hc0.le (Real.sqrt_nonneg _)
  · rw [e1, (radial_comb i1 i1 i1 _ _ _).2, v1]
    linarith
  · rw [e3]
    exact (radial_comb i3 i1 i1 _ _ _).1
  · rw [eV, (radial_comb i3 i1 i1 _ _ _).2, v1, v3, hN, ← const_pow.1]
    have hk := const_pow.2
    have hs2 := Real.sq_sqrt hR.le
    generalize (π / 2) ^ (2 / 3 : ℝ) = k at *
    linear_combination (1 / R) * hcv - c * √R ^ 3 * hk + k ^ 3 * c * √R * hs2
```

**(j)** For $\rho=\rho_R$ with $R=3/Z$ and $Z>0$, show that
$$3\left(\tfrac\pi2\right)^{4/3}N-Z\int\frac\rho r=-\frac{Z^2}{3}.$$

Insert (i): the terms in $N$ cancel and $-Z/R=-Z^2/3$ remains. The constant in (h) is therefore the best that its hypotheses allow. The left side contains Sobolev's estimate in place of the kinetic energy of $\sqrt{\rho_R}$, and it is not the energy of a state. That kinetic energy is infinite: just inside $r=R$, $\sqrt{\rho_R}$ behaves like $(R-r)^{1/4}$, whose squared derivative is not integrable. So $\rho_R$ shows that the constant is sharp for the hypotheses of (h), but it is not the density of a state of finite energy.

```lean
/-- At `R = 3/Z` the Sobolev estimate of the energy of `optimalDensity R` equals `-Z²/3`. -/
theorem energy_bound_sharp {Z : ℝ} (hZ : 0 < Z) :
    3 * (π / 2) ^ (4 / 3 : ℝ) * cubeNorm (optimalDensity (3 / Z)) -
      Z * radialIntegral (fun r => optimalDensity (3 / Z) r / r) = -Z ^ 2 / 3 := by
  rw [(coulomb_eq_witness (R := 3 / Z) (by positivity)).2.2.2]
  generalize cubeNorm (optimalDensity (3 / Z)) = N
  generalize (π / 2) ^ (4 / 3 : ℝ) = k
  field_simp
  ring

end

end SobolevCoulombBound
```

```lean
#print axioms SobolevCoulombBound.energy_lower_bound
-- 'SobolevCoulombBound.energy_lower_bound' depends on axioms: [propext, Classical.choice, Quot.sound]
#print axioms SobolevCoulombBound.energy_bound_sharp
-- 'SobolevCoulombBound.energy_bound_sharp' depends on axioms: [propext, Classical.choice, Quot.sound]
```
